# Real four-tap orthonormal filters with sum √2 and two vanishing moments: the D4 filter and its reversal

Q: I have an orbital sampled on a line of equally spaced points. Near the nucleus it bends sharply; further out, any four neighbouring samples lie almost on a straight line. I want an orthogonal transform that splits the samples into a coarse half and a detail half, with negligible detail where the orbital is nearly straight. You offer me a theorem about four real numbers. Where is my problem in it?

A: The four numbers $h_0,h_1,h_2,h_3$ are the smoothing filter. The coarse coefficient at position $n$ is $\sum_k h_k x_{2n+k}$, and the detail coefficient uses the same taps reversed with alternating signs:
$$d_n = h_3x_{2n}-h_2x_{2n+1}+h_1x_{2n+2}-h_0x_{2n+3}.$$
Your wish is that $d_n=0$ for every straight line $x_m=a+bm$. Write $M_p=\sum_k(-1)^k k^p h_k$, with $0^0=1$. Inserting the line gives
$$d_n=-\bigl(a+b(2n+3)\bigr)M_0+bM_1,$$
so all these coefficients vanish exactly when $M_0=M_1=0$: take $a=1,b=0$, then $a=0,b=1$.

Q: And orthogonality?

A: Neighbouring coarse coefficients use the filter shifted by two, which overlaps the original in two taps, so we need $h_0h_2+h_1h_3=0$. Larger even shifts don't overlap at all. The detail filter needs no further condition: with the taps reversed and the signs alternating, its products with the smoothing filter and with that filter's even shifts cancel in pairs, and it has the same norm and the same shift product as the smoothing filter. We also fix $\sum_k h_k=\sqrt2$: a constant signal then gives half as many coarse coefficients, each $\sqrt2$ times a sample, so the sum of squares per unit length is preserved.

Q: You left out the unit norm, $\sum_k h_k^2=1$.

A: It follows. The sum and $M_0=0$ give $h_0+h_2=h_1+h_3=\sqrt2/2$. Square both and add:
$$1=\sum_k h_k^2+2(h_0h_2+h_1h_3)=\sum_k h_k^2.$$

Q: How much freedom is left before you impose $M_1=0$?

A: One angle. Substituting $h_2=\sqrt2/2-h_0$ and $h_3=\sqrt2/2-h_1$ into the shift condition gives
$$h_0^2+h_1^2=\tfrac{\sqrt2}{2}(h_0+h_1).$$
With $c=\sqrt2(h_1-h_0)$ and $s=\sqrt2(h_0+h_1)-1$ this reads $c^2+s^2=1$. The point $(0,1)$ is the Haar filter $(1,1,0,0)/\sqrt2$.

Now add $M_1=-h_1+2h_2-3h_3=0$. The linear equations leave only $h_3$ free:
$$h_0=\tfrac{\sqrt2}{4}-h_3,\qquad h_1=\tfrac{\sqrt2}{2}-h_3,\qquad h_2=\tfrac{\sqrt2}{4}+h_3.$$
The shift condition becomes $\tfrac18+\tfrac{\sqrt2}{2}h_3-2h_3^2=0$. Put $q=1-4\sqrt2\,h_3$. Multiplying by $-16$ turns the equation into $q^2-3=0$, and the taps are
$$h=\frac{(1+q,\;3+q,\;3-q,\;1-q)}{4\sqrt2},\qquad q=\pm\sqrt3.$$
Conversely, these taps sum to $8/(4\sqrt2)=\sqrt2$. Up to the common factor, $M_0$ is $(1+q)-(3+q)+(3-q)-(1-q)=0$ and $M_1$ is $-(3+q)+2(3-q)-3(1-q)=0$. The shift product is $(3-q^2)/16$, which vanishes for $q^2=3$.

Q: Show me numbers.

A: For $q=\sqrt3$ the taps are about $(0.4830,\,0.8365,\,0.2241,\,-0.1294)$. Take the line $5,7,9,11$. Then
$$4\sqrt2\,d_0=5(1-q)-7(3-q)+9(3+q)-11(1+q)=0.$$
For the parabola $0,1,4,9$ the same sum is $-(3-q)+4(3+q)-9(1+q)=-4q$, so $d_0=-q/\sqrt2\approx-1.225$. Lines disappear from the detail; curvature stays.

Q: Now the formal version. What is a filter there?

A: A function `Fin 4 → ℝ`: four real taps, numbered from 0 to 3 as above.

In Lean 4 with Mathlib:

```lean
import Mathlib

open Finset

namespace DaubechiesFourTap

noncomputable section
```

The moment $M_p$ is `altMoment p h`.

```lean
/-- The alternating moment `∑ (-1)^k k^p h_k` of order `p` of a four-tap filter. -/
def altMoment (p : ℕ) (h : Fin 4 → ℝ) : ℝ :=
  ∑ k : Fin 4, (-1 : ℝ) ^ (k : ℕ) * ((k : ℕ) : ℝ) ^ p * h k
```

Q: Is the detail coefficient the one I would compute?

A: Yes, on an infinite line of samples. The signal is a function on the integers, so there are no boundaries, and `Fin.rev k` is $3-k$.

```lean
/-- The detail coefficient at position `n` of a signal `x`: the reversed filter with
alternating signs is applied to the four samples starting at `2n`. -/
def detail (h : Fin 4 → ℝ) (x : ℤ → ℝ) (n : ℤ) : ℝ :=
  ∑ k : Fin 4, (-1 : ℝ) ^ (k : ℕ) * h (Fin.rev k) * x (2 * n + ((k : ℕ) : ℤ))
```

The candidate answer is defined for any real $q$, and the one-angle family for any point $(c,s)$. The theorems supply the restrictions $q=\pm\sqrt3$ and $c^2+s^2=1$.

```lean
/-- The four taps `(1+q, 3+q, 3-q, 1-q) / (4√2)`. -/
def d4 (q : ℝ) : Fin 4 → ℝ :=
  ![(1 + q) / (4 * √2), (3 + q) / (4 * √2), (3 - q) / (4 * √2), (1 - q) / (4 * √2)]

/-- The four taps attached to a point `(c, s)` of the plane. -/
def circleFilter (c s : ℝ) : Fin 4 → ℝ :=
  ![√2 / 4 * (1 - c + s), √2 / 4 * (1 + c + s), √2 / 4 * (1 + c - s), √2 / 4 * (1 - c - s)]
```

Q: What has to be prepared before the physics starts?

A: Four small facts: $(\sqrt2)^2=2$; a filter equals a given list exactly when its four taps agree; the moment written out as four terms; and $1/(4\sqrt2)=\sqrt2/8$, which removes the denominators.

```lean
private lemma sqrt_two_sq : √2 ^ 2 = (2 : ℝ) := Real.sq_sqrt (by norm_num)

private lemma eq_vec {h : Fin 4 → ℝ} {a b c d : ℝ} :
    h = ![a, b, c, d] ↔ h 0 = a ∧ h 1 = b ∧ h 2 = c ∧ h 3 = d := by
  constructor
  · rintro rfl
    exact ⟨rfl, rfl, rfl, rfl⟩
  · rintro ⟨h0, h1, h2, h3⟩
    ext k
    fin_cases k
    exacts [h0, h1, h2, h3]

private lemma altMoment_expand (p : ℕ) (h : Fin 4 → ℝ) :
    altMoment p h = 0 ^ p * h 0 - h 1 + 2 ^ p * h 2 - 3 ^ p * h 3 := by
  simp only [altMoment, Fin.sum_univ_four, show ((0 : Fin 4) : ℕ) = 0 from rfl,
    show ((1 : Fin 4) : ℕ) = 1 from rfl, show ((2 : Fin 4) : ℕ) = 2 from rfl,
    show ((3 : Fin 4) : ℕ) = 3 from rfl]
  push_cast
  ring

private lemma d4_eq (q : ℝ) :
    d4 q = ![√2 / 8 * (1 + q), √2 / 8 * (3 + q), √2 / 8 * (3 - q), √2 / 8 * (1 - q)] := by
  have key : ∀ x : ℝ, x / (4 * √2) = √2 / 8 * x := by
    intro x
    rw [div_eq_iff (by positivity)]
    linear_combination (-(x / 2)) * sqrt_two_sq
  simp only [d4, key]
```

Q: My main doubt is the moment condition. "Alternating moment" is a formula; "no detail on a straight line" is what I want.

A: The first theorem identifies the two, for all $a$, $b$ and $n$. Its inner statement `key` is the formula for $d_n$ above. The forward direction evaluates it at $n=0$ for the constant signal and for the ramp; the reverse inserts $M_0=M_1=0$.

```lean
/-- All detail coefficients of every affine signal `a + b m` vanish exactly when the
alternating moments of order 0 and 1 of the filter vanish. -/
theorem detail_affine_eq_zero_iff (h : Fin 4 → ℝ) :
    (∀ (a b : ℝ) (n : ℤ), detail h (fun m => a + b * (m : ℝ)) n = 0) ↔
      altMoment 0 h = 0 ∧ altMoment 1 h = 0 := by
  -- the detail coefficient is a combination of the two moments
  have key : ∀ (a b : ℝ) (n : ℤ), detail h (fun m => a + b * (m : ℝ)) n =
      -(a + b * (2 * (n : ℝ) + 3)) * altMoment 0 h + b * altMoment 1 h := by
    intro a b n
    simp only [detail, altMoment_expand, Fin.sum_univ_four,
      show Fin.rev (0 : Fin 4) = 3 from rfl, show Fin.rev (1 : Fin 4) = 2 from rfl,
      show Fin.rev (2 : Fin 4) = 1 from rfl, show Fin.rev (3 : Fin 4) = 0 from rfl,
      show ((0 : Fin 4) : ℕ) = 0 from rfl, show ((1 : Fin 4) : ℕ) = 1 from rfl,
      show ((2 : Fin 4) : ℕ) = 2 from rfl, show ((3 : Fin 4) : ℕ) = 3 from rfl]
    push_cast
    ring
  constructor
  · intro H
    have h1 := H 1 0 0
    have h2 := H 0 1 0
    rw [key] at h1 h2
    push_cast at h1 h2
    have m0 : altMoment 0 h = 0 := by linarith
    exact ⟨m0, by linarith⟩
  · rintro ⟨m0, m1⟩ a b n
    rw [key, m0, m1]
    ring
```

Q: And the missing norm?

A: It is a theorem with the other conditions as hypotheses. Adding $\sum_k h_k^2=1$ to the list of requirements therefore changes nothing. The tactic `linear_combination` states which multiples of the hypotheses add up to the goal, and the remaining polynomial identity is checked by algebra. Here the multiples encode squaring the sum and the alternating sum, then subtracting twice the shift condition.

```lean
/-- A four-tap filter with sum `√2`, orthogonal to its shift by two and with vanishing
alternating sum, has unit norm. -/
theorem sum_sq_eq_one {h : Fin 4 → ℝ} (hsum : ∑ k, h k = √2)
    (hshift : h 0 * h 2 + h 1 * h 3 = 0) (halt : altMoment 0 h = 0) :
    ∑ k, h k ^ 2 = 1 := by
  rw [Fin.sum_univ_four] at hsum ⊢
  rw [altMoment_expand] at halt
  linear_combination (h 0 + h 1 + h 2 + h 3 + √2) / 2 * hsum + 1 / 2 * sqrt_two_sq
    + (h 0 - h 1 + h 2 - h 3) / 2 * halt - 2 * hshift
```

Q: Does the circle statement go both ways?

A: It does. From left to right, `e2` and `e3` are the half-sums solved for $h_2$ and $h_3$, and the proof supplies the $c$ and $s$ given earlier. From right to left, the shift product of `circleFilter c s` is $(1-c^2-s^2)/4$, which vanishes on the circle.

```lean
/-- The four-tap filters with sum `√2`, orthogonal to their shift by two and with vanishing
alternating sum, are exactly those attached to the points of the unit circle. -/
theorem one_moment_iff_circle (h : Fin 4 → ℝ) :
    (∑ k, h k = √2 ∧ h 0 * h 2 + h 1 * h 3 = 0 ∧ altMoment 0 h = 0) ↔
      ∃ c s : ℝ, c ^ 2 + s ^ 2 = 1 ∧ h = circleFilter c s := by
  rw [Fin.sum_univ_four, altMoment_expand]
  constructor
  · rintro ⟨hsum, hshift, halt⟩
    -- even and odd taps each sum to half of √2
    have e2 : h 2 = √2 / 2 - h 0 := by linarith
    have e3 : h 3 = √2 / 2 - h 1 := by linarith
    rw [e2, e3] at hshift
    refine ⟨√2 * (h 1 - h 0), √2 * (h 0 + h 1) - 1, ?_, eq_vec.mpr ⟨?_, ?_, ?_, ?_⟩⟩
    · linear_combination (2 * h 0 ^ 2 + 2 * h 1 ^ 2) * sqrt_two_sq - 4 * hshift
    · linear_combination (-(h 0 / 2)) * sqrt_two_sq
    · linear_combination (-(h 1 / 2)) * sqrt_two_sq
    · linear_combination e2 + h 0 / 2 * sqrt_two_sq
    · linear_combination e3 + h 1 / 2 * sqrt_two_sq
  · rintro ⟨c, s, hcs, hh⟩
    obtain ⟨a0, a1, a2, a3⟩ := eq_vec.mp hh
    rw [a0, a1, a2, a3]
    refine ⟨by ring, ?_, by ring⟩
    linear_combination (-(√2 ^ 2) / 8) * hcs
```

Q: Then the main theorem. Read it to me without symbols.

A: A real four-tap filter has sum $\sqrt2$, is orthogonal to its shift by two and has vanishing alternating moments of orders 0 and 1 if and only if it is one of two explicit filters, `d4 (√3)` or `d4 (-√3)`. The equations `e0`, `e1`, `e2` are the linear solution in terms of $h_3$, and `hd` rewrites the filter with $q=1-4\sqrt2\,h_3$. Then `hq` is $q^2-3=0$ in factored form, with the same multiplier $-16$, and each factor gives one filter. For the converse, `aux` checks all four conditions for any $q$ with $q^2=3$.

```lean
/-- A real four-tap filter has sum `√2`, is orthogonal to its shift by two and has vanishing
alternating moments of order 0 and 1 if and only if it is
`(1+q, 3+q, 3-q, 1-q) / (4√2)` with `q = √3` or `q = -√3`. -/
theorem daubechies_four_iff (h : Fin 4 → ℝ) :
    (∑ k, h k = √2 ∧ h 0 * h 2 + h 1 * h 3 = 0 ∧ altMoment 0 h = 0 ∧ altMoment 1 h = 0) ↔
      h = d4 (√3) ∨ h = d4 (-√3) := by
  have h3sq : √3 ^ 2 = (3 : ℝ) := Real.sq_sqrt (by norm_num)
  constructor
  · rintro ⟨hsum, hshift, m0, m1⟩
    rw [Fin.sum_univ_four] at hsum
    rw [altMoment_expand] at m0 m1
    -- the linear conditions leave only the last tap free
    have e0 : h 0 = √2 / 4 - h 3 := by linarith
    have e1 : h 1 = √2 / 2 - h 3 := by linarith
    have e2 : h 2 = h 3 + √2 / 4 := by linarith
    have hd : h = d4 (1 - 4 * √2 * h 3) := by
      rw [d4_eq]
      refine eq_vec.mpr ⟨?_, ?_, ?_, ?_⟩
      · linear_combination e0 + h 3 / 2 * sqrt_two_sq
      · linear_combination e1 + h 3 / 2 * sqrt_two_sq
      · linear_combination e2 - h 3 / 2 * sqrt_two_sq
      · linear_combination (-(h 3 / 2)) * sqrt_two_sq
    -- orthogonality becomes q ^ 2 = 3
    rw [e0, e1, e2] at hshift
    have hq : (1 - 4 * √2 * h 3 - √3) * (1 - 4 * √2 * h 3 + √3) = 0 := by
      linear_combination (-16) * hshift + (1 + 16 * h 3 ^ 2) * sqrt_two_sq - h3sq
    rcases mul_eq_zero.mp hq with hq | hq
    · left
      have hq' : 1 - 4 * √2 * h 3 = √3 := by linarith
      rwa [hq'] at hd
    · right
      have hq' : 1 - 4 * √2 * h 3 = -√3 := by linarith
      rwa [hq'] at hd
  · have aux : ∀ q : ℝ, q ^ 2 = 3 → h = d4 q →
        (∑ k, h k = √2 ∧ h 0 * h 2 + h 1 * h 3 = 0 ∧
          altMoment 0 h = 0 ∧ altMoment 1 h = 0) := by
      intro q hq hh
      rw [d4_eq] at hh
      obtain ⟨a0, a1, a2, a3⟩ := eq_vec.mp hh
      rw [Fin.sum_univ_four, altMoment_expand, altMoment_expand, a0, a1, a2, a3]
      refine ⟨by ring, ?_, by ring, by ring⟩
      linear_combination (-(√2 ^ 2) / 32) * hq
    rintro (hh | hh)
    · exact aux _ h3sq hh
    · exact aux _ (by rw [neg_sq, h3sq]) hh
```

Q: Two filters, but people speak of "the" D4 filter.

A: The second is the first read backwards. Changing the sign of $q$ exchanges $1+q$ with $1-q$ and $3+q$ with $3-q$, and the next theorem says this for every real $q$, tap by tap.

```lean
/-- Changing the sign of `q` reverses the order of the four taps. -/
theorem d4_reversal (q : ℝ) : (fun k => d4 q (Fin.rev k)) = d4 (-q) := by
  refine eq_vec.mpr ⟨?_, ?_, ?_, ?_⟩
  · show (1 - q) / (4 * √2) = (1 + -q) / (4 * √2)
    ring
  · show (3 - q) / (4 * √2) = (3 + -q) / (4 * √2)
    ring
  · show (3 + q) / (4 * √2) = (3 - -q) / (4 * √2)
    ring
  · show (1 + q) / (4 * √2) = (1 - -q) / (4 * √2)
    ring
```

Q: Could a cleverer choice of four taps also remove parabolas?

A: Not under these conditions. Once $M_0=M_1=0$, expanding the square shows that the parabola $x_m=m^2$ gives $d_n=-M_2$ at every $n$. For the two surviving filters,
$$M_2=-h_1+4h_2-9h_3=\frac{-(3+q)+4(3-q)-9(1-q)}{4\sqrt2}=\frac{\sqrt2}{2}\,q,$$
which is nonzero because $q=\pm\sqrt3$. The proof calls the main theorem to reduce to these two cases, computes this value in `val`, and notes that neither factor is zero.

```lean
/-- A four-tap filter with sum `√2`, orthogonal to its shift by two and with vanishing
alternating moments of order 0 and 1, has a nonzero alternating moment of order 2. -/
theorem second_moment_ne_zero {h : Fin 4 → ℝ} (hsum : ∑ k, h k = √2)
    (hshift : h 0 * h 2 + h 1 * h 3 = 0) (m0 : altMoment 0 h = 0)
    (m1 : altMoment 1 h = 0) : altMoment 2 h ≠ 0 := by
  have val : ∀ q : ℝ, h = d4 q → altMoment 2 h = √2 / 2 * q := by
    intro q hh
    rw [d4_eq] at hh
    obtain ⟨a0, a1, a2, a3⟩ := eq_vec.mp hh
    rw [altMoment_expand, a0, a1, a2, a3]
    ring
  have h2 : √2 / 2 ≠ (0 : ℝ) := by positivity
  have h3 : √3 ≠ (0 : ℝ) := by positivity
  rcases (daubechies_four_iff h).mp ⟨hsum, hshift, m0, m1⟩ with hh | hh
  · rw [val _ hh]
    exact mul_ne_zero h2 h3
  · rw [val _ hh]
    exact mul_ne_zero h2 (neg_ne_zero.mpr h3)

end

end DaubechiesFourTap
```

```lean
#print axioms DaubechiesFourTap.one_moment_iff_circle
#print axioms DaubechiesFourTap.daubechies_four_iff
#print axioms DaubechiesFourTap.d4_reversal
#print axioms DaubechiesFourTap.second_moment_ne_zero
```

```
'DaubechiesFourTap.one_moment_iff_circle' depends on axioms: [propext, Classical.choice, Quot.sound]
'DaubechiesFourTap.daubechies_four_iff' depends on axioms: [propext, Classical.choice, Quot.sound]
'DaubechiesFourTap.d4_reversal' depends on axioms: [propext, Classical.choice, Quot.sound]
'DaubechiesFourTap.second_moment_ne_zero' depends on axioms: [propext, Classical.choice, Quot.sound]
```

Q: So have I got Daubechies' wavelet, or only its coefficients?

A: The coefficients. The continuous scaling function and wavelet that are built from them, with their existence and smoothness, are a separate matter, and so is the reconstruction of a signal from its coarse and detail parts. The filter is also real, one-dimensional and exactly four taps long. For an orbital on a three-dimensional grid, such filters are commonly applied along each axis in turn.

Q: Where would I meet this in a program?

A: In the inner loop of a wavelet transform. For each $n$ it reads four samples starting at $2n$, forms one coarse and one detail coefficient, and then repeats the procedure on the coarse ones. An adaptive method can discard small detail coefficients, which saves storage where the orbital is nearly straight on the scale of the grid; for this four-tap filter, curvature is the first thing that produces detail.

Feeding the loop a linear ramp tests the two moment conditions on the stored taps: the interior detail coefficients should vanish to rounding error. It doesn't test the scale or the shift condition, which should be checked separately; the taps $(1,3,3,1)/(4\sqrt2)$ pass the ramp test but aren't orthogonal to their shift by two. With periodic wrapping, the last window sees the jump from the end of the ramp back to its start, and a large coefficient there is correct. If your taps appear in the opposite order to someone else's, you may simply hold the other sign of $q$. Keep the smoothing and detail filters from the same convention, because the detail filter is built from the smoothing taps.

Q: Then my doubt comes down to whether straight lines are the right test for my orbital.

A: Yes, and that depends on your grid spacing. Where the orbital still curves noticeably across four samples, expect detail coefficients that are not negligible, and keep them. Where the orbital is smooth, a finer grid or a longer filter with more vanishing moments can make them smaller; at a sharp cusp on the nucleus, extra vanishing moments don't remove the detail.
